# For affine step energies, a limiting potential that is bounded below has a balanced average of offsets as its infimum

## Step energies and balanced weights

The limiting potential of an oxidation path is the lowest electrode potential at which no step is uphill in free energy. How low can it be made by changing the catalyst?

Let the path have finitely many one-electron steps, at least one. At zero potential, step i has the free energy

G_i(x) = ⟨a_i, x⟩ + b_i,

where x is a real vector of descriptors, such as adsorption energies, a_i holds the slopes and b_i is the offset. A potential is taken to lower every step by the same amount, one eV per volt, so the limiting potential in volts is numerically

U(x) = max_i G_i(x).

Weights w_i are called balanced if w_i ≥ 0, Σ w_i = 1 and Σ w_i a_i = 0. The claim is that if U is bounded below, some balanced weights satisfy

inf U = Σ w_i b_i.

In screening with computed adsorption energies, such weights certify a limit that no descriptor values can beat, within this affine thermodynamic model without kinetic barriers.

## Separating the averages from a ray

For balanced weights the descriptors cancel on averaging, and an average is at most the maximum:

Σ w_i b_i = Σ w_i G_i(x) ≤ U(x) for every x.

Let v = inf U. It remains to find balanced weights with Σ w_i b_i ≥ v. The pairs (Σ w_i a_i, Σ w_i b_i), over all non-negative weights of sum one, form a compact convex set. Suppose that it misses the closed ray {0} × [v, ∞). Then a linear functional (y, t) ↦ ⟨y, c⟩ + ts and numbers u < u′ separate the two:

⟨a_i, c⟩ + b_i s < u for every i,
ts > u′ for every t ≥ v.

The second line forces s ≥ 0, since ts would otherwise fall without limit.

If s > 0, take x = c/s. Every step then has

G_i(c/s) = (⟨a_i, c⟩ + b_i s)/s < u/s < v,

so U(c/s) < v, a contradiction.

If s = 0, then u < u′ < 0 and ⟨a_i, c⟩ < u. Put B = Σ |b_i − v| and τ = −(B + 1)/u > 0. Then

G_i(τc) ≤ τu + b_i = b_i − B − 1 ≤ v − 1,

again a contradiction. So the set meets the ray, which supplies the weights.

## The model in Lean

The finite types `ι` and `D` index the steps and the descriptors. Energies and potentials are plain real numbers; their units appear only in the comments.

```lean
import Mathlib

open Matrix

namespace LimitingPotentialDuality

noncomputable section

variable {ι D : Type*} [Fintype ι] [Fintype D]

/-- Free energy (in eV, at zero potential) of the one-electron step `i`, affine in the
descriptors `x` with slopes `a i` and offset `b i`. -/
def stepEnergy (a : ι → D → ℝ) (b : ι → ℝ) (x : D → ℝ) (i : ι) : ℝ :=
  a i ⬝ᵥ x + b i
```

The maximum is `Finset.sup'`, which requires a non-empty set of steps.

```lean
/-- The limiting potential (in volts) of an oxidation path of one-electron steps: the largest
step energy at the descriptors `x`. -/
def limitingPotential [Nonempty ι] (a : ι → D → ℝ) (b : ι → ℝ) (x : D → ℝ) : ℝ :=
  Finset.univ.sup' Finset.univ_nonempty (stepEnergy a b x)

/-- Non-negative weights of sum one on the steps, for which the averaged slope along every
descriptor vanishes. -/
structure BalancedWeights (a : ι → D → ℝ) (w : ι → ℝ) : Prop where
  nonneg : ∀ i, 0 ≤ w i
  sum_one : ∑ i, w i = 1
  balance : ∀ j, ∑ i, w i * a i j = 0
```

`mixture` sends weights to the pair of averaged slope and averaged offset.

```lean
/-- The weighted sums of the slopes and of the offsets, as a linear map of the weights. -/
def mixture (a : ι → D → ℝ) (b : ι → ℝ) : (ι → ℝ) →ₗ[ℝ] (D → ℝ) × ℝ where
  toFun w := (fun j => ∑ i, w i * a i j, ∑ i, w i * b i)
  map_add' w z := by
    ext <;> simp [add_mul, Finset.sum_add_distrib]
  map_smul' r w := by
    ext <;> simp [Finset.mul_sum, mul_assoc]
```

## The lower bound

The cancellation is an exchange of the two finite sums, followed by `balance` for each descriptor.

```lean
/-- Averaging the step energies with balanced weights removes the descriptors. -/
theorem weighted_energy {a : ι → D → ℝ} {w : ι → ℝ} (h : BalancedWeights a w)
    (b : ι → ℝ) (x : D → ℝ) :
    ∑ i, w i * stepEnergy a b x i = ∑ i, w i * b i := by
  have h0 : ∑ i, w i * (a i ⬝ᵥ x) = 0 := by
    simp only [dotProduct, Finset.mul_sum]
    rw [Finset.sum_comm]
    apply Finset.sum_eq_zero
    intro j _
    calc ∑ i, w i * (a i j * x j) = (∑ i, w i * a i j) * x j := by
          rw [Finset.sum_mul]
          exact Finset.sum_congr rfl (fun i _ => by ring)
      _ = 0 := by rw [h.balance j, zero_mul]
  simp only [stepEnergy, mul_add, Finset.sum_add_distrib, h0, zero_add]
```

The bound then follows by replacing each step energy with the maximum.

```lean
variable [Nonempty ι]

/-- Balanced weights give a lower bound on the limiting potential at all descriptors. -/
theorem certificate_le {a : ι → D → ℝ} {w : ι → ℝ} (h : BalancedWeights a w)
    (b : ι → ℝ) (x : D → ℝ) :
    ∑ i, w i * b i ≤ limitingPotential a b x := by
  calc ∑ i, w i * b i = ∑ i, w i * stepEnergy a b x i := (weighted_energy h b x).symm
    _ ≤ ∑ i, w i * limitingPotential a b x :=
        Finset.sum_le_sum fun i _ => mul_le_mul_of_nonneg_left
          (Finset.le_sup' (stepEnergy a b x) (Finset.mem_univ i)) (h.nonneg i)
    _ = limitingPotential a b x := by rw [← Finset.sum_mul, h.sum_one, one_mul]
```

## Existence of the weights

The hypothesis `hbdd` says that the values of U have a lower bound. The infimum runs over all real descriptor vectors; whether a material exists with nearly optimal descriptors is a separate question.

In the proof, `key` states that the compact set meets the ray. `hf` writes the separating functional in terms of c and s, `hi` evaluates it at weights concentrated on one step, and `hray` evaluates it on the ray. The last two cases are s = 0 and s > 0; the τ above is called `t` there.

```lean
/-- If the limiting potential is bounded below, its infimum over all descriptors equals the
average of the offsets for some balanced weights. -/
theorem exists_dual_certificate (a : ι → D → ℝ) (b : ι → ℝ)
    (hbdd : BddBelow (Set.range (limitingPotential a b))) :
    ∃ w, BalancedWeights a w ∧ ⨅ x, limitingPotential a b x = ∑ i, w i * b i := by
  classical
  obtain ⟨v, hv⟩ : ∃ v, v = ⨅ x, limitingPotential a b x := ⟨_, rfl⟩
  have hle : ∀ x, v ≤ limitingPotential a b x := fun x => hv ▸ ciInf_le hbdd x
  have key : ∃ w ∈ stdSimplex ℝ ι,
      mixture a b w ∈ ({0} : Set (D → ℝ)) ×ˢ Set.Ici v := by
    by_contra hno
    have hdisj : Disjoint (mixture a b '' stdSimplex ℝ ι)
        (({0} : Set (D → ℝ)) ×ˢ Set.Ici v) := by
      rw [Set.disjoint_left]
      rintro _ ⟨w, hw, rfl⟩ hT
      exact hno ⟨w, hw, hT⟩
    have hconv : Convex ℝ (stdSimplex ℝ ι) := convex_stdSimplex ..
    have hcomp : IsCompact (stdSimplex ℝ ι) := isCompact_stdSimplex ..
    -- separate the mixtures from the ray of zero slope and offset at least `v`
    obtain ⟨f, u, u', hK, huu, hT⟩ := geometric_hahn_banach_compact_closed
      (hconv.linear_image (mixture a b))
      (hcomp.image (LinearMap.continuous_of_finiteDimensional (mixture a b)))
      ((convex_singleton (0 : D → ℝ)).prod (convex_Ici v))
      (isClosed_singleton.prod isClosed_Ici) hdisj
    let c : D → ℝ := fun j => f (fun k => if j = k then 1 else 0, 0)
    obtain ⟨s, hs⟩ : ∃ s, s = f (0, 1) := ⟨_, rfl⟩
    have hf : ∀ (y : D → ℝ) (t : ℝ), f (y, t) = y ⬝ᵥ c + t * s := by
      intro y t
      have h1 : ((y, t) : (D → ℝ) × ℝ) = (y, 0) + t • ((0, 1) : (D → ℝ) × ℝ) := by
        ext <;> simp
      have h2 : f (y, 0) = y ⬝ᵥ c :=
        LinearMap.pi_apply_eq_sum_univ
          (f.toLinearMap ∘ₗ LinearMap.inl ℝ (D → ℝ) ℝ) y
      rw [h1, map_add, map_smul, smul_eq_mul, h2, hs]
    have hi : ∀ i, a i ⬝ᵥ c + b i * s < u := by
      intro i
      have hmem : (Pi.single i 1 : ι → ℝ) ∈ stdSimplex ℝ ι := by
        refine ⟨fun k => ?_, by simp [Pi.single_apply]⟩
        rw [Pi.single_apply]
        split_ifs <;> norm_num
      have hsingle : mixture a b (Pi.single i 1) = (a i, b i) := by
        ext <;> simp [mixture, Pi.single_apply]
      have h := hK _ ⟨_, hmem, rfl⟩
      rwa [hsingle, hf] at h
    have hray : ∀ t, v ≤ t → u' < t * s := by
      intro t ht
      have h := hT (0, t) ⟨rfl, ht⟩
      rwa [hf, zero_dotProduct, zero_add] at h
    have hs0 : 0 ≤ s := by
      by_contra hneg
      have hneg' : s < 0 := lt_of_not_ge hneg
      have h1 := hray (max v (u' / s)) (le_max_left _ _)
      have h2 := mul_le_mul_of_nonpos_right (le_max_right v (u' / s)) hneg'.le
      rw [div_mul_cancel₀ u' hneg'.ne] at h2
      linarith
    have hv' := hray v le_rfl
    rcases hs0.eq_or_lt with hz | hpos
    · -- all steps fall along `c`, so a long move goes below the infimum
      have hu : u < 0 := by
        rw [← hz, mul_zero] at hv'
        linarith
      have hB : 0 ≤ ∑ i, |b i - v| := Finset.sum_nonneg fun i _ => abs_nonneg _
      obtain ⟨t, ht⟩ : ∃ t, t = -(∑ i, |b i - v| + 1) / u := ⟨_, rfl⟩
      have ht0 : 0 ≤ t := by
        rw [ht]
        exact div_nonneg_of_nonpos (by linarith) hu.le
      have htu : t * u = -(∑ i, |b i - v| + 1) := by
        rw [ht, div_mul_cancel₀ _ hu.ne]
      refine not_lt_of_ge (hle (t • c)) ((Finset.sup'_lt_iff _).2 fun i _ => ?_)
      have h1 : a i ⬝ᵥ c ≤ u := by
        have h := hi i
        rw [← hz, mul_zero, add_zero] at h
        exact h.le
      have h2 := mul_le_mul_of_nonneg_left h1 ht0
      have h3 : |b i - v| ≤ ∑ k, |b k - v| :=
        Finset.single_le_sum (f := fun k => |b k - v|)
          (fun k _ => abs_nonneg _) (Finset.mem_univ i)
      have h4 := le_abs_self (b i - v)
      simp only [stepEnergy, dotProduct_smul, smul_eq_mul]
      linarith
    · -- the descriptor `c / s` lies below the infimum
      refine not_lt_of_ge (hle (s⁻¹ • c)) ((Finset.sup'_lt_iff _).2 fun i _ => ?_)
      have h1 : stepEnergy a b (s⁻¹ • c) i = (a i ⬝ᵥ c + b i * s) / s := by
        simp only [stepEnergy, dotProduct_smul, smul_eq_mul]
        field_simp
      rw [h1, div_lt_iff₀ hpos]
      linarith [hi i]
  obtain ⟨w, hw, hm⟩ := key
  have hbal : BalancedWeights a w := ⟨hw.1, hw.2, fun j => congrFun hm.1 j⟩
  refine ⟨w, hbal, le_antisymm ?_ (le_ciInf fun x => certificate_le hbal b x)⟩
  rw [← hv]
  exact hm.2
```

## Boundedness and attainment

Balanced weights bound U below, and the previous theorem gives the converse.

```lean
/-- The limiting potential is bounded below exactly when balanced weights exist. -/
theorem bddBelow_iff_balanced (a : ι → D → ℝ) (b : ι → ℝ) :
    BddBelow (Set.range (limitingPotential a b)) ↔ ∃ w, BalancedWeights a w := by
  constructor
  · intro h
    obtain ⟨w, hw, _⟩ := exists_dual_certificate a b h
    exact ⟨w, hw⟩
  · rintro ⟨w, hw⟩
    refine ⟨∑ i, w i * b i, ?_⟩
    rintro _ ⟨x, rfl⟩
    exact certificate_le hw b x
```

For balanced weights,

U(x) − Σ w_i b_i = Σ w_i (U(x) − G_i(x)).

All terms on the right are non-negative, so the gap closes exactly when every step of non-zero weight is limiting at x.

```lean
/-- The bound from balanced weights is attained at `x` exactly when every step of non-zero
weight has the largest step energy there. -/
theorem attained_iff_limiting {a : ι → D → ℝ} {w : ι → ℝ} (h : BalancedWeights a w)
    (b : ι → ℝ) (x : D → ℝ) :
    limitingPotential a b x = ∑ i, w i * b i ↔
      ∀ i, w i ≠ 0 → stepEnergy a b x i = limitingPotential a b x := by
  -- the gap is a weighted sum of non-negative distances to the maximum
  have hgap : ∑ i, w i * (limitingPotential a b x - stepEnergy a b x i) =
      limitingPotential a b x - ∑ i, w i * b i := by
    simp only [mul_sub, Finset.sum_sub_distrib]
    rw [weighted_energy h b x, ← Finset.sum_mul, h.sum_one, one_mul]
  have hnn : ∀ i ∈ Finset.univ,
      0 ≤ w i * (limitingPotential a b x - stepEnergy a b x i) := fun i _ =>
    mul_nonneg (h.nonneg i)
      (sub_nonneg.2 (Finset.le_sup' (stepEnergy a b x) (Finset.mem_univ i)))
  rw [← sub_eq_zero, ← hgap, Finset.sum_eq_zero_iff_of_nonneg hnn]
  constructor
  · intro h0 i hi
    have h1 := (mul_eq_zero.1 (h0 i (Finset.mem_univ i))).resolve_left hi
    linarith
  · intro h0 i _
    by_cases hi : w i = 0
    · rw [hi, zero_mul]
    · rw [h0 i hi, sub_self, mul_zero]
```

## Oxygen evolution with a scaling relation

Let x₀ and x₁ be the free energies of adsorbed OH and O, relative to the bare surface and water, with the released protons and electrons counted at zero potential. Adsorbed OOH is placed at x₀ + c, where c is now a scaling constant: both species are pictured as held by a single bond through oxygen, and their energies are taken to shift together between surfaces. With total reaction energy E, the four steps cost

x₀, x₁ − x₀, x₀ + c − x₁, E − c − x₀.

```lean
/-- Slopes of the four oxygen-evolution steps in the free energies of adsorbed OH and O. -/
def oerSlope : Fin 4 → Fin 2 → ℝ := ![![1, 0], ![-1, 1], ![1, -1], ![-1, 0]]

/-- Offsets of the four steps, for total reaction energy `E` and the scaling relation that puts
adsorbed OOH at the constant energy `c` above adsorbed OH. -/
def oerOffset (E c : ℝ) : Fin 4 → ℝ := ![0, 0, c, E - c]
```

Weights ½ on the second and third steps are balanced and give U ≥ c/2. At x = (c/2, c) the first three steps cost c/2 and the fourth costs E − 3c/2, which is at most c/2 exactly when E ≤ 2c. This condition says that the two middle steps, which together cost c, take up at least half of the total energy. If E > 2c, the mean step energy E/4 already exceeds c/2.

```lean
/-- For oxygen evolution with the OOH–OH scaling constant `c` and total energy `E ≤ 2c`, the
infimum of the limiting potential over the OH and O energies is `c / 2`. -/
theorem oer_best_potential (E c : ℝ) (hE : E ≤ 2 * c) :
    ⨅ x, limitingPotential oerSlope (oerOffset E c) x = c / 2 := by
  -- the certificate puts equal weight on the second and third steps
  have hw : BalancedWeights oerSlope ![0, 1 / 2, 1 / 2, 0] := by
    refine ⟨fun i => ?_, ?_, fun j => ?_⟩
    · fin_cases i <;> norm_num
    · rw [Fin.sum_univ_four]
      change (0 : ℝ) + 1 / 2 + 1 / 2 + 0 = 1
      norm_num
    · fin_cases j
      · rw [Fin.sum_univ_four]
        change (0 : ℝ) * 1 + 1 / 2 * (-1) + 1 / 2 * 1 + 0 * (-1) = 0
        norm_num
      · rw [Fin.sum_univ_four]
        change (0 : ℝ) * 0 + 1 / 2 * 1 + 1 / 2 * (-1) + 0 * 0 = 0
        norm_num
  have hval : ∑ i, (![0, 1 / 2, 1 / 2, 0] : Fin 4 → ℝ) i * oerOffset E c i = c / 2 := by
    simp [oerOffset, Fin.sum_univ_four]
    ring
  apply le_antisymm
  · refine (ciInf_le ((bddBelow_iff_balanced _ _).2 ⟨_, hw⟩) ![c / 2, c]).trans ?_
    refine Finset.sup'_le _ _ fun i _ => ?_
    fin_cases i <;>
      simp [stepEnergy, oerSlope, oerOffset, dotProduct, Fin.sum_univ_two]
    -- only the fourth step needs the bound on the total energy
    linarith
  · exact le_ciInf fun x => hval ▸ certificate_le hw (oerOffset E c) x

end

end LimitingPotentialDuality
```

```lean
#print axioms LimitingPotentialDuality.bddBelow_iff_balanced
-- 'LimitingPotentialDuality.bddBelow_iff_balanced' depends on axioms: [propext, Classical.choice, Quot.sound]
#print axioms LimitingPotentialDuality.attained_iff_limiting
-- 'LimitingPotentialDuality.attained_iff_limiting' depends on axioms: [propext, Classical.choice, Quot.sound]
#print axioms LimitingPotentialDuality.oer_best_potential
-- 'LimitingPotentialDuality.oer_best_potential' depends on axioms: [propext, Classical.choice, Quot.sound]
```
